# Block BFGS as the unique symmetric secant update of least Hessian-weighted change on a positive definite quadratic model

A geometry optimiser has taken several steps, recorded how the gradient changed along each, and must now correct its estimate of the inverse Hessian; we model the energy surface as exactly quadratic, so that one fixed Hessian A accounts for all the gradient changes. A is real, symmetric and positive definite, as at a stable minimum with overall translations and rotations removed. On an anharmonic surface the changes along several steps need not come from a single symmetric matrix, and passing from the model to that setting is a separate approximation.

Let the columns of S be the steps, so that the columns of AS are the gradient changes. Let H be the old symmetric estimate of the inverse Hessian (in many texts H is the Hessian itself). Assume that S has full column rank, meaning that no step is a combination of the others, and set

P = S(SᵀAS)⁻¹Sᵀ

K = P + (1 − PA)H(1 − AP)

w(X, H) = trace(A(X − H)A(X − H))

**Claim.** The block BFGS update K is symmetric and satisfies the block secant equation KAS = S. Every other symmetric X with XAS = S has w(X, H) > w(K, H).

The weight contains the unknown A, but K can be computed from H, S and AS, since A enters it only through AS and its transpose.

## From the curvature of the steps to a Pythagorean identity

For v ≠ 0, full column rank gives Sv ≠ 0, hence

vᵀ(SᵀAS)v = (Sv)ᵀA(Sv) > 0.

So SᵀAS is invertible, and

PAS = S(SᵀAS)⁻¹(SᵀAS) = S.

It follows that (1 − AP)AS = AS − A(PAS) = 0. The second term of K therefore vanishes on AS, and KAS = PAS = S. Since P is symmetric, 1 − PA and 1 − AP are transposes of each other, so K is symmetric too.

Next, w is positive between different symmetric matrices. Write A = U diag(d) Uᵀ with U orthogonal and all dᵢ > 0, and put F = Uᵀ(X − H)U, which is symmetric. Then

w(X, H) = trace(diag(d) F diag(d) F) = Σᵢⱼ dᵢdⱼFᵢⱼ².

If X ≠ H, some Fᵢⱼ is nonzero and the sum is positive.

Now let X be symmetric with XAS = S, and put D = X − K. Subtracting the two secant equations gives DAS = 0, and transposing gives SᵀAD = 0. Hence DAP = 0 and PAD = 0. Expanding K,

K − H = P − PAH − HAP + PAHAP.

In trace(ADA(K − H)), each term of K − H that begins with P contains DAP and drops out. The remaining one is

−trace(ADAHAP) = −trace(PADAHA) = 0

by cyclicity. With X − H = D + (K − H), this leaves

w(X, H) = w(X, K) + w(K, H).

For X ≠ K the first term on the right is positive, which proves the claim.

The exact inverse A⁻¹ is itself an admissible X. If HAS ≠ S, then K ≠ H, so w(K, H) > 0 and w(A⁻¹, K) < w(A⁻¹, H). If S is square, it is invertible, and KAS = S gives KA = 1, so K = A⁻¹.

## One step in two coordinates

Write matrices by rows and take A = [2, 1; 1, 2], H = 1 and the single step S = (1, 0)ᵀ. Then AS = (2, 1)ᵀ, SᵀAS = 2 and

P = [1/2, 0; 0, 0]

1 − PA = [0, −1/2; 0, 1]

K = [3/4, −1/2; −1/2, 1].

Indeed K(2, 1)ᵀ = (1, 0)ᵀ. The weighted changes are w(A⁻¹, H) = 4, w(A⁻¹, K) = 1/4 and w(K, H) = 15/4, and 4 = 1/4 + 15/4.

## The objects in Lean

The finite index types `n` and `m` label the coordinates and the steps.

```lean
import Mathlib

open Matrix

namespace BlockBFGSLeastChange

noncomputable section

variable {n m : Type*} [Fintype n] [DecidableEq n] [Fintype m] [DecidableEq m]
```

`stepInverse A S` is P. It is not itself a projector in general; the product PA is.

```lean
/-- The matrix `P = S (Sᵀ A S)⁻¹ Sᵀ` built from the Hessian `A` and the block of steps `S`;
its domain is the case of invertible `Sᵀ A S`. -/
def stepInverse (A : Matrix n n ℝ) (S : Matrix n m ℝ) : Matrix n n ℝ :=
  S * (Sᵀ * A * S)⁻¹ * Sᵀ
```

`blockBFGS A S H` is K.

```lean
/-- The block BFGS update `P + (1 - P A) H (1 - A P)` of an inverse-Hessian estimate `H`;
its domain is the case of invertible `Sᵀ A S`. -/
def blockBFGS (A : Matrix n n ℝ) (S : Matrix n m ℝ) (H : Matrix n n ℝ) : Matrix n n ℝ :=
  stepInverse A S + (1 - stepInverse A S * A) * H * (1 - A * stepInverse A S)
```

`change A X H` is w(X, H). For positive definite A and symmetric X and H it is a squared distance, with no root taken.

```lean
/-- The weighted change from `H` to `X`, a squared distance when `A` is positive definite and `X`
and `H` are symmetric: `trace (A (X - H) A (X - H))`. -/
def change (A X H : Matrix n n ℝ) : ℝ :=
  (A * (X - H) * A * (X - H)).trace
```

## The secant equation and symmetry

`A.PosDef` includes the symmetry of A, and `Function.Injective S.mulVec` expresses full column rank. The proof supposes that the determinant of SᵀAS vanishes, takes a nonzero null vector v, and contradicts the positivity of (Sv)ᵀA(Sv). The closing `calc` cancels the inverse.

```lean
omit [DecidableEq n] in
/-- For a positive definite Hessian `A` and steps `S` of full column rank,
`P A` leaves every step unchanged: `P A S = S`. -/
theorem stepInverse_mul {A : Matrix n n ℝ} {S : Matrix n m ℝ} (hA : A.PosDef)
    (hS : Function.Injective S.mulVec) : stepInverse A S * A * S = S := by
  -- the curvature matrix of the steps is nonsingular
  have hdet : (Sᵀ * A * S).det ≠ 0 := by
    intro h
    obtain ⟨v, hv, h0⟩ := Matrix.exists_mulVec_eq_zero_iff.mpr h
    have hSv : S *ᵥ v ≠ 0 := fun h => hv (hS (by rw [h, Matrix.mulVec_zero]))
    have hp := hA.dotProduct_mulVec_pos hSv
    have e : (S *ᵥ v) ⬝ᵥ A *ᵥ (S *ᵥ v) = v ⬝ᵥ (Sᵀ * A * S) *ᵥ v := by
      rw [← Matrix.mulVec_mulVec, ← Matrix.mulVec_mulVec, Matrix.dotProduct_mulVec v,
        Matrix.vecMul_transpose]
    rw [star_trivial, e, h0, dotProduct_zero] at hp
    exact lt_irrefl _ hp
  calc stepInverse A S * A * S = S * ((Sᵀ * A * S)⁻¹ * (Sᵀ * A * S)) := by
        simp only [stepInverse, Matrix.mul_assoc]
    _ = S := by rw [Matrix.nonsing_inv_mul _ (isUnit_iff_ne_zero.mpr hdet), Matrix.mul_one]
```

The fact `h` below is (1 − AP)AS = 0. H may be any matrix here.

```lean
/-- For a positive definite Hessian and steps of full column rank, the updated matrix
satisfies the block secant equation: it maps the gradient changes `A S` to the steps `S`. -/
theorem blockBFGS_secant {A : Matrix n n ℝ} {S : Matrix n m ℝ} (hA : A.PosDef)
    (hS : Function.Injective S.mulVec) (H : Matrix n n ℝ) :
    blockBFGS A S H * A * S = S := by
  have hP := stepInverse_mul hA hS
  have h : (1 - A * stepInverse A S) * (A * S) = 0 := by
    rw [Matrix.sub_mul, Matrix.one_mul, Matrix.mul_assoc, ← Matrix.mul_assoc (stepInverse A S),
      hP, sub_self]
  calc blockBFGS A S H * A * S = stepInverse A S * A * S
        + (1 - stepInverse A S * A) * H * ((1 - A * stepInverse A S) * (A * S)) := by
        simp only [blockBFGS, Matrix.add_mul, Matrix.mul_assoc]
    _ = S := by rw [h, hP, Matrix.mul_zero, add_zero]
```

Where SᵀAS is invertible, so that the formula for K has its usual meaning, symmetry of the update needs only that A and H are symmetric.

```lean
/-- For symmetric `A`, the update of a symmetric matrix is symmetric. -/
theorem blockBFGS_isSymm {A H : Matrix n n ℝ} (S : Matrix n m ℝ) (hA : A.IsSymm)
    (hH : H.IsSymm) : (blockBFGS A S H).IsSymm := by
  have hP : (stepInverse A S)ᵀ = stepInverse A S := by
    simp only [stepInverse, Matrix.transpose_mul, Matrix.transpose_nonsing_inv,
      Matrix.transpose_transpose, hA.eq, Matrix.mul_assoc]
  change (blockBFGS A S H)ᵀ = blockBFGS A S H
  simp only [blockBFGS, Matrix.transpose_add, Matrix.transpose_mul, Matrix.transpose_sub,
    Matrix.transpose_one, hP, hA.eq, hH.eq, Matrix.mul_assoc]
```

## Positivity and the vanishing cross term

Mathlib's eigenvector basis supplies the columns of `U`, and `hAd` is the diagonalisation of A. `hsum` is the double sum over dᵢdⱼFᵢⱼ². `hF0` finds a nonzero entry of F by transforming back: F = 0 would force X = H.

```lean
/-- For a positive definite Hessian, the weighted change between two different symmetric
matrices is strictly positive. -/
theorem change_pos {A X H : Matrix n n ℝ} (hA : A.PosDef) (hX : X.IsSymm) (hH : H.IsSymm)
    (hne : X ≠ H) : 0 < change A X H := by
  -- orthonormal eigenvectors of the Hessian as the columns of `U`
  let b := hA.isHermitian.eigenvectorBasis
  let d := hA.isHermitian.eigenvalues
  have hd : ∀ i, 0 < d i := fun i => hA.eigenvalues_pos i
  let U : Matrix n n ℝ := Matrix.of fun i j => (b j).ofLp i
  have hU : Uᵀ * U = 1 := by
    ext i j
    have h := orthonormal_iff_ite.mp b.orthonormal i j
    rw [PiLp.inner_apply] at h
    rw [Matrix.one_apply, ← h, Matrix.mul_apply]
    refine Finset.sum_congr rfl fun k _ => ?_
    simp [U, mul_comm]
  have hU' : U * Uᵀ = 1 := mul_eq_one_comm.mp hU
  have hAU : A * U = U * diagonal d := by
    ext i j
    have h := congrFun (hA.isHermitian.mulVec_eigenvectorBasis j) i
    rw [Matrix.mul_diagonal, mul_comm (U i j)]
    exact h
  have hAd : A = U * diagonal d * Uᵀ := by
    rw [← hAU, Matrix.mul_assoc, hU', Matrix.mul_one]
  -- the change expressed in the eigenbasis
  obtain ⟨F, hF⟩ : ∃ F, F = Uᵀ * (X - H) * U := ⟨_, rfl⟩
  have hFs : Fᵀ = F := by
    simp only [hF, Matrix.transpose_mul, Matrix.transpose_sub, Matrix.transpose_transpose,
      hX.eq, hH.eq, Matrix.mul_assoc]
  have hsum : change A X H = ∑ i, ∑ j, d i * d j * F i j ^ 2 := by
    calc change A X H
        = (U * (diagonal d * Uᵀ * (X - H) * U * diagonal d * Uᵀ * (X - H))).trace := by
          rw [change, hAd]
          simp only [Matrix.mul_assoc]
      _ = (diagonal d * F * diagonal d * F).trace := by
          rw [Matrix.trace_mul_comm, hF]
          simp only [Matrix.mul_assoc]
      _ = ∑ i, ∑ j, d i * d j * F i j ^ 2 := by
          refine Finset.sum_congr rfl fun i _ => ?_
          rw [Matrix.diag_apply, Matrix.mul_apply]
          refine Finset.sum_congr rfl fun j _ => ?_
          have hji : F j i = F i j := congrFun (congrFun hFs i) j
          rw [Matrix.mul_diagonal, Matrix.diagonal_mul, hji]
          ring
  have hF0 : ∃ i j, F i j ≠ 0 := by
    by_contra hc
    have hz : F = 0 := by
      ext i j
      by_contra h
      exact hc ⟨i, j, h⟩
    apply hne
    rw [← sub_eq_zero]
    calc X - H = (U * Uᵀ) * (X - H) * (U * Uᵀ) := by
          rw [hU', Matrix.one_mul, Matrix.mul_one]
      _ = U * F * Uᵀ := by rw [hF]; simp only [Matrix.mul_assoc]
      _ = 0 := by rw [hz, Matrix.mul_zero, Matrix.zero_mul]
  obtain ⟨i, j, hij⟩ := hF0
  have hnn : ∀ k l, 0 ≤ d k * d l * F k l ^ 2 := fun k l =>
    mul_nonneg (mul_pos (hd k) (hd l)).le (sq_nonneg _)
  rw [hsum]
  exact Finset.sum_pos' (fun k _ => Finset.sum_nonneg fun l _ => hnn k l)
    ⟨i, Finset.mem_univ i, Finset.sum_pos' (fun l _ => hnn i l)
      ⟨j, Finset.mem_univ j, mul_pos (mul_pos (hd i) (hd j)) (sq_pos_of_ne_zero hij)⟩⟩
```

In the Pythagorean identity, `hDP` and `hPD` are DAP = 0 and PAD = 0. The equation `e` collects the terms that contain DAP and leaves the one that needs cyclicity, supplied by `Matrix.trace_mul_comm`. `noncomm_ring` checks the expansions without commuting any matrices.

```lean
/-- Pythagorean identity: for positive definite `A`, full-column-rank `S` and symmetric `H`,
the change from `H` to any symmetric `X` with `X A S = S` is the change from `H` to the
block BFGS update plus the change from the update to `X`. -/
theorem change_pythagoras {A X H : Matrix n n ℝ} {S : Matrix n m ℝ} (hA : A.PosDef)
    (hS : Function.Injective S.mulVec) (hH : H.IsSymm) (hX : X.IsSymm) (hXS : X * A * S = S) :
    change A X H = change A X (blockBFGS A S H) + change A (blockBFGS A S H) H := by
  have hAs : A.IsSymm := by
    change Aᵀ = A
    simpa [Matrix.conjTranspose_eq_transpose_of_trivial] using hA.isHermitian.eq
  have hK := blockBFGS_isSymm S hAs hH
  have hKS := blockBFGS_secant hA hS H
  have hKdef : blockBFGS A S H = stepInverse A S
    + (1 - stepInverse A S * A) * H * (1 - A * stepInverse A S) := rfl
  obtain ⟨P, hP⟩ : ∃ P, P = stepInverse A S := ⟨_, rfl⟩
  rw [← hP] at hKdef
  generalize blockBFGS A S H = K at *
  obtain ⟨D, hD⟩ : ∃ D, D = X - K := ⟨_, rfl⟩
  -- the difference of two feasible matrices annihilates the gradient changes
  have hDS : D * A * S = 0 := by
    rw [hD, Matrix.sub_mul, Matrix.sub_mul, hXS, hKS, sub_self]
  have hSD : Sᵀ * (A * D) = 0 := by
    have h := congrArg Matrix.transpose hDS
    have hDt : Dᵀ = D := by rw [hD, Matrix.transpose_sub, hX.eq, hK.eq]
    rwa [Matrix.transpose_mul, Matrix.transpose_mul, hAs.eq, hDt, Matrix.transpose_zero] at h
  have hDP : D * A * P = 0 := by
    rw [hP, stepInverse, Matrix.mul_assoc S, ← Matrix.mul_assoc (D * A), hDS, Matrix.zero_mul]
  have hPD : P * A * D = 0 := by
    rw [hP, stepInverse, Matrix.mul_assoc _ A D, Matrix.mul_assoc _ Sᵀ, hSD, Matrix.mul_zero]
  -- hence the cross term vanishes
  have hcross : ((A * D) * (A * (K - H))).trace = 0 := by
    have e : (A * D) * (A * (K - H))
        = A * (D * A * P) * (1 - A * H + A * H * A * P) - (A * D * A * H * A) * P := by
      rw [hKdef]
      noncomm_ring
    have e2 : P * (A * D * A * H * A) = (P * A * D) * (A * H * A) := by noncomm_ring
    rw [e, hDP, Matrix.mul_zero, Matrix.zero_mul, zero_sub, Matrix.trace_neg,
      Matrix.trace_mul_comm, e2, hPD, Matrix.zero_mul, Matrix.trace_zero, neg_zero]
  have hexp : A * (X - H) * A * (X - H) = A * D * A * D + A * (K - H) * A * (K - H)
      + (A * D) * (A * (K - H)) + (A * (K - H)) * (A * D) := by
    rw [hD]
    noncomm_ring
  rw [change, change, change, hexp, ← hD, Matrix.trace_add, Matrix.trace_add, Matrix.trace_add,
    Matrix.trace_mul_comm (A * (K - H)) (A * D), hcross, add_zero, add_zero]
```

## Minimality and the exact inverse

The main theorem states symmetry, the secant equation and the strict inequality for every other admissible X. Its last part adds `change_pos` to the Pythagorean identity.

```lean
/-- Least change: for positive definite `A`, full-column-rank `S` and symmetric `H`, the
block BFGS update is the unique minimiser of the weighted change from `H` among the symmetric
matrices `X` with `X A S = S`. -/
theorem blockBFGS_least_change {A H : Matrix n n ℝ} {S : Matrix n m ℝ} (hA : A.PosDef)
    (hS : Function.Injective S.mulVec) (hH : H.IsSymm) :
    (blockBFGS A S H).IsSymm ∧ blockBFGS A S H * A * S = S ∧
      ∀ X : Matrix n n ℝ, X.IsSymm → X * A * S = S → X ≠ blockBFGS A S H →
        change A (blockBFGS A S H) H < change A X H := by
  have hAs : A.IsSymm := by
    change Aᵀ = A
    simpa [Matrix.conjTranspose_eq_transpose_of_trivial] using hA.isHermitian.eq
  have hK := blockBFGS_isSymm S hAs hH
  refine ⟨hK, blockBFGS_secant hA hS H, fun X hX hXS hne => ?_⟩
  have h1 := change_pythagoras hA hS hH hX hXS
  have h2 := change_pos hA hX hK hne
  linarith
```

For geometry or orbital optimisation on a quadratic model, the next theorem says that an estimate violating the secant equation moves strictly closer to A⁻¹, as measured by `change`. It applies the identity with X = A⁻¹.

```lean
/-- For positive definite `A`, full-column-rank `S` and symmetric `H` that violates the secant
equation `H A S = S`, the weighted change from the update to the exact inverse Hessian is strictly
smaller than the weighted change from `H` to it. -/
theorem blockBFGS_closer_to_inverse {A H : Matrix n n ℝ} {S : Matrix n m ℝ} (hA : A.PosDef)
    (hS : Function.Injective S.mulVec) (hH : H.IsSymm) (hHS : H * A * S ≠ S) :
    change A A⁻¹ (blockBFGS A S H) < change A A⁻¹ H := by
  have hAs : A.IsSymm := by
    change Aᵀ = A
    simpa [Matrix.conjTranspose_eq_transpose_of_trivial] using hA.isHermitian.eq
  have hinv : A⁻¹.IsSymm := by
    change (A⁻¹)ᵀ = A⁻¹
    rw [Matrix.transpose_nonsing_inv, hAs.eq]
  -- the exact inverse satisfies the secant equation
  have hsec : A⁻¹ * A * S = S := by
    rw [Matrix.nonsing_inv_mul _ (isUnit_iff_ne_zero.mpr hA.det_pos.ne'), Matrix.one_mul]
  have hne : blockBFGS A S H ≠ H := fun h => hHS (by
    have h' := blockBFGS_secant hA hS H
    rwa [h] at h')
  have h1 := change_pythagoras hA hS hH hinv hsec
  have h2 := change_pos hA (blockBFGS_isSymm S hAs hH) hH hne
  linarith
```

In the last theorem S is square, with as many independent steps as coordinates. Cancelling S from KAS = S gives the exact inverse, whatever H was, symmetric or not.

```lean
/-- For a positive definite Hessian and as many linearly independent steps as there are
dimensions, one block update of any matrix `H` gives the exact inverse Hessian. -/
theorem blockBFGS_eq_inverse {A S : Matrix n n ℝ} (hA : A.PosDef)
    (hS : Function.Injective S.mulVec) (H : Matrix n n ℝ) : blockBFGS A S H = A⁻¹ := by
  have hu : IsUnit S := Matrix.mulVec_injective_iff_isUnit.mp hS
  have h : blockBFGS A S H * A = 1 :=
    hu.mul_right_cancel (by rw [blockBFGS_secant hA hS H, Matrix.one_mul])
  exact (Matrix.inv_eq_left_inv h).symm

end

end BlockBFGSLeastChange
```

```lean
#print axioms BlockBFGSLeastChange.blockBFGS_least_change
#print axioms BlockBFGSLeastChange.blockBFGS_closer_to_inverse
#print axioms BlockBFGSLeastChange.blockBFGS_eq_inverse
```

```
'BlockBFGSLeastChange.blockBFGS_least_change' depends on axioms: [propext, Classical.choice, Quot.sound]
'BlockBFGSLeastChange.blockBFGS_closer_to_inverse' depends on axioms: [propext, Classical.choice, Quot.sound]
'BlockBFGSLeastChange.blockBFGS_eq_inverse' depends on axioms: [propext, Classical.choice, Quot.sound]
```
